# Verlet integration of ẍ = −ω²Jx, with J constant and diagonalizable over the reals, keeps every trajectory bounded exactly when 0 < δt²ω²λ < 4 for every eigenvalue λ of J

**Q:** You call an integration stable when every trajectory of a linear recursion with a constant matrix stays bounded. My extended-Lagrangian simulation has moving nuclei and a nonlinear self-consistency condition. What is left of it?

**A:** The linearised electronic part, at frozen nuclei. The auxiliary density \(n\) follows \(\ddot n=\omega^2(q(n)-n)\), where \(q(n)\) is the output of the approximate self-consistency step. Let \(x\) be the deviation of \(n\) from the fixed point of \(q\). To first order \(q(n)-n=-Jx\), with \(J\) the identity minus the derivative of \(q\) there. I call \(J\) the kernel. It is not the preconditioning kernel of some extended-Lagrangian schemes, which approximates, up to sign, the inverse of \(J\). Verlet integration with time step \(\delta t\) then gives

\[
x_{k+2}=2x_{k+1}-x_k-\kappa Jx_{k+1},\qquad \kappa=\delta t^2\omega^2 .
\]

Boundedness is the least one asks of an undamped oscillator: its error need not decay, but it must not grow without limit. For a kernel that is diagonalizable over the reals, the result gives the stability limit on \(\kappa\) for the auxiliary electronic variables in this linear, finite-dimensional, undamped model. At fixed \(\omega\) this is a limit on the time step, and accuracy may demand a shorter one. If \(\kappa\) is held fixed instead, as is common in extended-Lagrangian codes, \(\omega\) scales as \(1/\delta t\), and the condition restricts the choice of \(\kappa\) but not the step itself.

**Q:** Derive the limit for one mode first.

**A:** Along an eigenvector with eigenvalue \(\lambda\), the amplitude \(a_k\) obeys, with \(c=\kappa\lambda\),

\[
a_{k+2}=(2-c)a_{k+1}-a_k .
\]

Define \(E_k=a_{k+1}^2+a_k^2-(2-c)a_ka_{k+1}\). Using the recursion twice,

\[
\begin{aligned}
E_{k+1}&=a_{k+2}\bigl(a_{k+2}-(2-c)a_{k+1}\bigr)+a_{k+1}^2\\
&=-a_k a_{k+2}+a_{k+1}^2=E_k .
\end{aligned}
\]

So \(E_k=E_0\). Completing the square gives

\[
4E_0=\bigl(2a_{k+1}-(2-c)a_k\bigr)^2+c(4-c)a_k^2\ \ge\ c(4-c)a_k^2 .
\]

If \(0<c<4\), the prefactor is positive and \(a_k\) is bounded.

**Q:** That gives sufficiency. Why is there an unbounded solution even at the edges, \(c=0\) and \(c=4\)?

**A:** Outside the open window, edges included, \(|2-c|\ge2\). Let \(w_k\) be the solution with \(w_0=0\), \(w_1=1\). Then

\[
|w_{k+2}|\ge 2|w_{k+1}|-|w_k| ,
\]

so the increments of \(|w_k|\) never decrease. The first increment is 1, hence \(|w_k|\ge k\). If \(v\ne0\) is the eigenvector, \(w_kv\) is an unbounded trajectory.

**Q:** And for many coupled variables?

**A:** Write \(J=PDQ\) with \(PQ=1\) and \(D\) diagonal with entries \(d_i\). The matrices are square, so \(QP=1\) too. Put \(y_k=Qx_k\). Multiplying the recursion by \(Q\) gives

\[
y_{k+2,i}=(2-\kappa d_i)y_{k+1,i}-y_{k,i} .
\]

Each component is one of the modes above. If \(|y_{k,i}|\le M_i\) for all \(k\), then \(x_k=Py_k\) gives \(|x_{k,j}|\le\sum_i|P_{ji}|M_i\). The columns of \(P\) are eigenvectors with eigenvalues \(d_i\), so the window for all eigenvalues covers every \(d_i\).

**Q:** Now show me that the code says this. What is the vector space?

**A:** Real vectors indexed by a finite type `n`, one component per auxiliary variable.

In Lean 4 with Mathlib:

```lean
import Mathlib

open Matrix

namespace ExtendedLagrangianVerlet

noncomputable section

variable {n : Type*} [Fintype n]
```

The recursion is required at every step, and \(x_0\) and \(x_1\) are free, so all starting positions and velocities are included.

```lean
/-- The Verlet recursion for the auxiliary variables, with kernel `J` and
squared dimensionless time step `κ`. -/
def IsTrajectory (κ : ℝ) (J : Matrix n n ℝ) (x : ℕ → n → ℝ) : Prop :=
  ∀ k, x (k + 2) = (2 : ℝ) • x (k + 1) - x k - κ • (J *ᵥ x (k + 1))
```

Here `*ᵥ` is the matrix acting on a vector and `•` is multiplication by a scalar. The code puts no sign condition on `κ`. With \(\kappa=\delta t^2\omega^2>0\), the window reads \(\lambda>0\) and \(\delta t\,\omega\sqrt\lambda<2\).

**Q:** Is the bound the same for all trajectories?

**A:** No, and for a linear system it could not be, unless every trajectory vanished. The constant `C` may depend on the trajectory, but it serves all times `k` and all components `i`.

```lean
/-- The integration is stable when every trajectory stays bounded for all times. -/
def Stable (κ : ℝ) (J : Matrix n n ℝ) : Prop :=
  ∀ x, IsTrajectory κ J x → ∃ C : ℝ, ∀ k i, |x k i| ≤ C
```

**Q:** What about complex eigenvalues?

**A:** An eigenvalue here is a real number with a nonzero real eigenvector.

```lean
/-- The real number `l` is an eigenvalue of `J`, with a nonzero real eigenvector. -/
def IsEigenvalue (J : Matrix n n ℝ) (l : ℝ) : Prop :=
  ∃ v : n → ℝ, v ≠ 0 ∧ J *ᵥ v = l • v
```

The equivalence assumes that `J` is diagonalizable over the reals, which leaves no non-real eigenvalues. Physically, this means that the linearised response splits into independent real modes. Symmetry is not required, which matters because a response matrix is often a product of symmetric matrices and need not be symmetric itself.

```lean
/-- `J` is diagonalizable over the reals; it need not be symmetric. -/
def Diagonalizable [DecidableEq n] (J : Matrix n n ℝ) : Prop :=
  ∃ (P Q : Matrix n n ℝ) (d : n → ℝ), P * Q = 1 ∧ J = P * diagonal d * Q
```

With these definitions, `stable_iff` states that for such a `J` and any real `κ`, `Stable κ J` holds if and only if `0 < κ * l ∧ κ * l < 4` for every eigenvalue `l`. It does not cover dissipation terms, noise, a kernel that changes along the trajectory, or rounding errors.

**Q:** Take me through the proof. Where is the growing solution?

**A:** It is `mode c`, my \(w_k\).

```lean
/-- The solution of the single-mode recursion with parameter `c`, started from the values 0 and 1.
-/
def mode (c : ℝ) : ℕ → ℝ
  | 0 => 0
  | 1 => 1
  | k + 2 => (2 - c) * mode c (k + 1) - mode c k
```

The conserved quantity comes next. Induction proves `hE`, that is \(E_k=E_0\). The final `nlinarith` receives the square \((2a_{k+1}-(2-c)a_k)^2\) as a hint and so completes the square as I did.

```lean
/-- At all times, `c (4 - c)` times the squared amplitude of a mode is at most a number fixed by its
initial values. This limits the amplitude itself when `0 < c < 4`. -/
theorem amplitude_bound {c : ℝ} {a : ℕ → ℝ}
    (h : ∀ k, a (k + 2) = (2 - c) * a (k + 1) - a k) (k : ℕ) :
    c * (4 - c) * a k ^ 2 ≤ 4 * (a 1 ^ 2 + a 0 ^ 2 - (2 - c) * a 0 * a 1) := by
  -- a discrete quadratic energy is conserved
  have hE : a (k + 1) ^ 2 + a k ^ 2 - (2 - c) * a k * a (k + 1)
      = a 1 ^ 2 + a 0 ^ 2 - (2 - c) * a 0 * a 1 := by
    induction k with
    | zero => simp
    | succ k ih =>
      have h2 : a (k + 1 + 1) = (2 - c) * a (k + 1) - a k := h k
      rw [h2]
      linear_combination ih
  nlinarith [hE, sq_nonneg (2 * a (k + 1) - (2 - c) * a k)]
```

For the growth, `step` shows by induction that \(|w_k|\) increases by at least 1 each time, using the reverse triangle inequality. A second induction adds up the increments.

```lean
/-- If `|2 - c| ≥ 2`, the mode started from 0 and 1 grows at least linearly in time. -/
theorem mode_growth {c : ℝ} (hc : 2 ≤ |2 - c|) (k : ℕ) : (k : ℝ) ≤ |mode c k| := by
  have step : ∀ k, |mode c k| + 1 ≤ |mode c (k + 1)| := by
    intro k
    induction k with
    | zero => simp [mode]
    | succ k ih =>
      have h2 : mode c (k + 1 + 1) = (2 - c) * mode c (k + 1) - mode c k := by rw [mode]
      have h1 := abs_sub_abs_le_abs_sub ((2 - c) * mode c (k + 1)) (mode c k)
      rw [← h2, abs_mul] at h1
      linarith [mul_le_mul_of_nonneg_right hc (abs_nonneg (mode c (k + 1)))]
  induction k with
  | zero => simp
  | succ k ih =>
    push_cast
    linarith [step k]
```

**Q:** Does the necessary direction need diagonalizability?

**A:** No. It takes a single real eigenvector of any real matrix. Suppose the window is violated. The trajectory `mode (κ * l) k • v` would then have a bound `C`. Choose a component with \(v_i\ne0\) and a time \(k>C/|v_i|\): the growth estimate contradicts the bound.

```lean
/-- For any real kernel, stability forces `0 < κ l < 4` for each real eigenvalue `l`. -/
theorem eigenvalue_window {κ l : ℝ} {J : Matrix n n ℝ} (h : Stable κ J)
    (hl : IsEigenvalue J l) : 0 < κ * l ∧ κ * l < 4 := by
  obtain ⟨v, hv, hJ⟩ := hl
  by_contra hcon
  have hc : 2 ≤ |2 - κ * l| := by
    by_contra h2
    rw [not_le, abs_lt] at h2
    exact hcon ⟨by linarith [h2.2], by linarith [h2.1]⟩
  -- a growing amplitude along the eigenvector is a trajectory
  obtain ⟨C, hC⟩ := h (fun k => mode (κ * l) k • v) (by
    intro k
    have h2 : mode (κ * l) (k + 2)
        = (2 - κ * l) * mode (κ * l) (k + 1) - mode (κ * l) k := by rw [mode]
    simp only [h2, mulVec_smul, hJ]
    module)
  obtain ⟨i, hi⟩ := Function.ne_iff.mp hv
  have hi' : 0 < |v i| := abs_pos.mpr hi
  obtain ⟨k, hk⟩ := exists_nat_gt (C / |v i|)
  rw [div_lt_iff₀ hi'] at hk
  have h3 : |mode (κ * l) k * v i| ≤ C := hC k i
  rw [abs_mul] at h3
  linarith [mul_le_mul_of_nonneg_right (mode_growth hc k) hi'.le]
```

The sufficient direction follows the modal argument. In the code, `hy` is the decoupled recursion, and `hb` turns the energy estimate into

\[
M_i=\sqrt{\frac{4E_0^{(i)}}{\kappa d_i(4-\kappa d_i)}} ,
\]

where \(E_0^{(i)}\) is the conserved quantity of mode \(i\). The closing `calc` transforms back with \(P\). Its constant also sums over \(j\), so that one number serves all components.

```lean
/-- If `P * Q = 1` and `0 < κ d i < 4` for all `i`, the integration with kernel `P * diagonal d * Q`
is stable. -/
theorem stable_of_modes [DecidableEq n] {κ : ℝ} {P Q : Matrix n n ℝ} {d : n → ℝ}
    (hPQ : P * Q = 1) (hd : ∀ i, 0 < κ * d i ∧ κ * d i < 4) :
    Stable κ (P * diagonal d * Q) := by
  intro x hx
  have hQP : Q * P = 1 := mul_eq_one_comm.mp hPQ
  -- the modal amplitudes decouple
  have hy : ∀ i k, (Q *ᵥ x (k + 2)) i
      = (2 - κ * d i) * (Q *ᵥ x (k + 1)) i - (Q *ᵥ x k) i := by
    intro i k
    have hQJ : Q *ᵥ ((P * diagonal d * Q) *ᵥ x (k + 1))
        = diagonal d *ᵥ (Q *ᵥ x (k + 1)) := by
      rw [mulVec_mulVec, mulVec_mulVec, ← Matrix.mul_assoc,
        ← Matrix.mul_assoc, hQP, Matrix.one_mul]
    rw [hx k, mulVec_sub, mulVec_sub, mulVec_smul, mulVec_smul, hQJ]
    simp only [Pi.sub_apply, Pi.smul_apply, smul_eq_mul, mulVec_diagonal]
    ring
  have hb : ∀ i, ∃ M : ℝ, ∀ k, |(Q *ᵥ x k) i| ≤ M := by
    intro i
    have hp : 0 < κ * d i * (4 - κ * d i) := mul_pos (hd i).1 (by linarith [(hd i).2])
    refine ⟨√(4 * ((Q *ᵥ x 1) i ^ 2 + (Q *ᵥ x 0) i ^ 2
      - (2 - κ * d i) * (Q *ᵥ x 0) i * (Q *ᵥ x 1) i) / (κ * d i * (4 - κ * d i))),
      fun k => Real.abs_le_sqrt ?_⟩
    rw [le_div_iff₀ hp, mul_comm ((Q *ᵥ x k) i ^ 2)]
    exact amplitude_bound (a := fun k => (Q *ᵥ x k) i) (hy i) k
  choose M hM using hb
  have hM0 : ∀ i, 0 ≤ M i := fun i => (abs_nonneg _).trans (hM i 0)
  -- transform back to the original variables
  refine ⟨∑ j, ∑ i, |P j i| * M i, fun k j => ?_⟩
  have hx' : x k = P *ᵥ (Q *ᵥ x k) := by rw [mulVec_mulVec, hPQ, one_mulVec]
  calc |x k j| = |∑ i, P j i * (Q *ᵥ x k) i| :=
        congrArg (fun t : ℝ => |t|) (congrFun hx' j)
    _ ≤ ∑ i, |P j i * (Q *ᵥ x k) i| := Finset.abs_sum_le_sum_abs _ _
    _ ≤ ∑ i, |P j i| * M i := Finset.sum_le_sum fun i _ => by
        rw [abs_mul]
        exact mul_le_mul_of_nonneg_left (hM i k) (abs_nonneg _)
    _ ≤ ∑ j, ∑ i, |P j i| * M i :=
        Finset.single_le_sum (f := fun j => ∑ i, |P j i| * M i)
          (fun j _ => Finset.sum_nonneg fun i _ => mul_nonneg (abs_nonneg _) (hM0 i))
          (Finset.mem_univ j)
```

The equivalence joins the two halves. The remaining work is to show that column \(i\) of \(P\), written `P *ᵥ Pi.single i (1 : ℝ)`, is nonzero and has eigenvalue `d i`.

```lean
/-- For a kernel diagonalizable over the reals, all Verlet trajectories are bounded
if and only if `0 < κ l < 4` for every eigenvalue `l`. -/
theorem stable_iff [DecidableEq n] {κ : ℝ} {J : Matrix n n ℝ} (hJ : Diagonalizable J) :
    Stable κ J ↔ ∀ l, IsEigenvalue J l → 0 < κ * l ∧ κ * l < 4 := by
  refine ⟨fun h l hl => eigenvalue_window h hl, fun h => ?_⟩
  obtain ⟨P, Q, d, hPQ, rfl⟩ := hJ
  have hQP : Q * P = 1 := mul_eq_one_comm.mp hPQ
  -- the columns of `P` are eigenvectors
  refine stable_of_modes hPQ fun i => h (d i) ⟨P *ᵥ Pi.single i (1 : ℝ), ?_, ?_⟩
  · intro h0
    have h1 : Q *ᵥ (P *ᵥ Pi.single i (1 : ℝ)) = 0 := by rw [h0, mulVec_zero]
    rw [mulVec_mulVec, hQP, one_mulVec] at h1
    have h2 := congrFun h1 i
    simp at h2
  · have he : diagonal d *ᵥ Pi.single i (1 : ℝ) = d i • (Pi.single i (1 : ℝ) : n → ℝ) := by
      ext j
      rw [mulVec_diagonal]
      obtain rfl | hj := eq_or_ne j i
      · simp
      · simp [hj]
    rw [mulVec_mulVec, Matrix.mul_assoc, hQP, Matrix.mul_one,
      ← mulVec_mulVec, he, mulVec_smul]
```

**Q:** Suppose I only know that all eigenvalues are real and inside the window. Surely that is enough?

**A:** It is not. Take

\[
J=\begin{pmatrix}2&1\\0&2\end{pmatrix},\qquad \kappa=1 .
\]

The only eigenvalue is 2, in the middle of the window. Write \(x_k=(z_k,y_k)\). The recursion becomes

\[
y_{k+2}=-y_k,\qquad z_{k+2}=-z_k-y_{k+1} .
\]

The second component drives the first at its own frequency. With \(w_k\) now taken at \(c=2\), so that \(w_{k+2}=-w_k\), one solution is \(z_k=kw_k\), \(y_k=-2w_{k+1}\). Indeed

\[
-z_k-y_{k+1}=-kw_k+2w_{k+2}=-(k+2)w_k=z_{k+2} .
\]

At odd times \(|w_k|=1\), so \(|z_k|=k\). The code first shows that any eigenvalue must equal 2, then checks this trajectory component by component and evaluates it at the odd times `2 * m + 1`.

```lean
/-- The Jordan block with rows (2, 1) and (0, 2) has no real eigenvalue other than 2, and it is not
stable at `κ = 1`. -/
theorem jordan_block_unstable :
    (∀ l, IsEigenvalue (!![2, 1; 0, 2] : Matrix (Fin 2) (Fin 2) ℝ) l → l = 2) ∧
      ¬ Stable 1 (!![2, 1; 0, 2] : Matrix (Fin 2) (Fin 2) ℝ) := by
  constructor
  · rintro l ⟨v, hv, h⟩
    by_contra hl
    have h0 : 2 * v 0 + v 1 = l * v 0 := by
      simpa [Matrix.mulVec, dotProduct, Fin.sum_univ_two] using congrFun h 0
    have h1 : 2 * v 1 = l * v 1 := by
      simpa [Matrix.mulVec, dotProduct, Fin.sum_univ_two] using congrFun h 1
    have hne : 2 - l ≠ 0 := sub_ne_zero.mpr (Ne.symm hl)
    have v1 : v 1 = 0 :=
      (mul_eq_zero.mp (show (2 - l) * v 1 = 0 by linarith)).resolve_left hne
    have v0 : v 0 = 0 :=
      (mul_eq_zero.mp (show (2 - l) * v 0 = 0 by linarith)).resolve_left hne
    apply hv
    ext i
    fin_cases i
    · exact v0
    · exact v1
  · intro h
    have ms : ∀ k, mode 2 (k + 2) = -mode 2 k := fun k => by
      rw [mode]
      ring
    have hm : ∀ a b : ℝ, (!![2, 1; 0, 2] : Matrix (Fin 2) (Fin 2) ℝ) *ᵥ ![a, b]
        = ![2 * a + b, 2 * b] := by
      intro a b
      ext i
      fin_cases i <;> simp [Matrix.mulVec, dotProduct, Fin.sum_univ_two]
    -- an explicit trajectory with a secular term
    obtain ⟨C, hC⟩ := h (fun k => ![(k : ℝ) * mode 2 k, -2 * mode 2 (k + 1)]) (by
      intro k

      have e3 : mode 2 (k + 2 + 1) = -mode 2 (k + 1) := ms (k + 1)
      simp only [e3, ms k, hm]
      ext i
      fin_cases i
      · show ((k + 2 : ℕ) : ℝ) * -mode 2 k
          = 2 * (((k + 1 : ℕ) : ℝ) * mode 2 (k + 1)) - (k : ℝ) * mode 2 k
            - 1 * (2 * (((k + 1 : ℕ) : ℝ) * mode 2 (k + 1)) + -2 * -mode 2 k)
        push_cast
        ring
      · show -2 * -mode 2 (k + 1) = 2 * (-2 * -mode 2 k) - -2 * mode 2 (k + 1)
            - 1 * (2 * (-2 * -mode 2 k))
        ring)
    have h1 : ∀ m : ℕ, |mode 2 (2 * m + 1)| = 1 := by
      intro m
      induction m with
      | zero => simp [mode]
      | succ m ih => rw [show 2 * (m + 1) + 1 = 2 * m + 1 + 2 by ring, ms, abs_neg, ih]
    obtain ⟨m, hmC⟩ := exists_nat_gt C
    have h2 : |((2 * m + 1 : ℕ) : ℝ) * mode 2 (2 * m + 1)| ≤ C := hC (2 * m + 1) 0
    rw [abs_mul, h1, Nat.abs_cast] at h2
    push_cast at h2
    linarith [Nat.cast_nonneg (α := ℝ) m]
```

**Q:** So a non-symmetric kernel is dangerous after all?

**A:** This one is, because it lacks a full set of eigenvectors. Non-symmetry alone does not destroy boundedness, and the next matrix is an example. The bound can still be large when eigenvectors are nearly parallel.

```lean
/-- The non-symmetric kernel with rows (2, 1) and (0, 1) is diagonalizable over the reals
and stable at `κ = 1`. -/
theorem nonsymmetric_witness :
    Diagonalizable (!![2, 1; 0, 1] : Matrix (Fin 2) (Fin 2) ℝ) ∧
      Stable 1 (!![2, 1; 0, 1] : Matrix (Fin 2) (Fin 2) ℝ) := by
  have hP : (!![1, 1; 0, -1] : Matrix (Fin 2) (Fin 2) ℝ) * !![1, 1; 0, -1] = 1 := by
    ext i j
    fin_cases i <;> fin_cases j <;> norm_num [Matrix.mul_apply, Fin.sum_univ_two]
  have hJ : (!![2, 1; 0, 1] : Matrix (Fin 2) (Fin 2) ℝ)
      = !![1, 1; 0, -1] * diagonal ![2, 1] * !![1, 1; 0, -1] := by
    ext i j
    fin_cases i <;> fin_cases j <;>
      norm_num [Matrix.mul_apply, Fin.sum_univ_two, Matrix.vecMul_diagonal]
  refine ⟨⟨_, _, _, hP, hJ⟩, ?_⟩
  rw [hJ]
  exact stable_of_modes hP (by intro i; fin_cases i <;> norm_num)

end

end ExtendedLagrangianVerlet
```

```lean
#print axioms ExtendedLagrangianVerlet.stable_iff
-- 'ExtendedLagrangianVerlet.stable_iff' depends on axioms: [propext, Classical.choice, Quot.sound]
#print axioms ExtendedLagrangianVerlet.jordan_block_unstable
-- 'ExtendedLagrangianVerlet.jordan_block_unstable' depends on axioms: [propext, Classical.choice, Quot.sound]
```

**Q:** Let me see numbers for that last one.

**A:** For

\[
J=\begin{pmatrix}2&1\\0&1\end{pmatrix}
\]

the eigenvalues are 2 and 1, with eigenvectors \((1,0)\) and \((1,-1)\). Take \(\kappa=1\), \(x_0=(0,0)\) and \(x_1=(0,1)\). The first step is

\[
x_2=2(0,1)-(0,0)-(1,1)=(-1,1) ,
\]

and the next ones give

\[
x_3=(-1,0),\quad x_4=(1,-1),\quad x_5=(2,-1),\quad x_6=(0,0) .
\]

The two modal amplitudes repeat after 4 and 6 steps, so the whole motion repeats after 12, and no component exceeds 2 in magnitude.

Now double \(\kappa\) to 2, which at fixed \(\omega\) means a time step longer by a factor \(\sqrt2\). The eigenvalue 2 then sits at the edge, \(\kappa\lambda=4\). Starting from \((0,0)\) and \((1,0)\), the first component runs through \(0,1,-2,3,-4,\dots\), which is the linear growth found above.
